# In a uniform perpendicular magnetic field, a semiclassical electron's path in the plane is its k-space path turned by a right angle and rescaled

An electron moves in a two-dimensional crystal with a uniform magnetic field perpendicular to the plane. Its wavevector k = (kx, ky) travels through the band, while the electron itself travels through the sample. If the band energy E(k) is known, what does the path in the sample look like?

In the semiclassical model, the velocity is the band gradient over ħ, and the Lorentz force changes k. For charge −e and field B along z, this gives

ħ x′ = ∂E/∂kx, ħ y′ = ∂E/∂ky,

kx′ = −c y′, ky′ = c x′, with c = eB/ħ.

If E is differentiable and c ≠ 0, the energy stays constant, and the real-space displacement is the k-space displacement turned by a right angle and divided by c. For a single band without scattering, Berry-curvature terms or magnetic-moment corrections to the energy, a computed energy contour, together with the field and the starting position and wavevector, therefore fixes the curve on which the electron moves.

## The band and the equations of motion

```lean
import Mathlib

open Real

namespace SemiclassicalOrbit

noncomputable section
```

The file loads the mathematical library Mathlib and opens a namespace for its own names.

```lean
/-- The partial derivative of the band energy with respect to `kx`. -/
def gradX (E : ℝ × ℝ → ℝ) (p : ℝ × ℝ) : ℝ := deriv (fun q => E (q, p.2)) p.1
```

`ℝ × ℝ → ℝ` is the type of a real function on the k-plane. For a point `p`, the components are `p.1` = kx and `p.2` = ky. The definition holds ky fixed and differentiates in kx, so `gradX E p` is ∂E/∂kx at p.

```lean
/-- The partial derivative of the band energy with respect to `ky`. -/
def gradY (E : ℝ × ℝ → ℝ) (p : ℝ × ℝ) : ℝ := deriv (fun q => E (p.1, q)) p.2
```

Likewise, `gradY E p` is ∂E/∂ky.

```lean
/-- The semiclassical equations of motion in a perpendicular magnetic field: at each time the
velocity `(vx, vy)` is the band gradient over `hbar`, and `kx' = -c vy`, `ky' = c vx`. -/
def IsBlochOrbit (E : ℝ × ℝ → ℝ) (hbar c : ℝ) (x y kx ky : ℝ → ℝ) : Prop :=
  ∀ t, ∃ vx vy : ℝ, HasDerivAt x vx t ∧ HasDerivAt y vy t ∧
    hbar * vx = gradX E (kx t, ky t) ∧ hbar * vy = gradY E (kx t, ky t) ∧
    HasDerivAt kx (-c * vy) t ∧ HasDerivAt ky (c * vx) t
```

This definition is the physical model. Read it as: at every time t there are numbers vx and vy that are the derivatives of x and y, and they satisfy the four equations above. `HasDerivAt x vx t` says that x is differentiable at t with derivative vx, and `x t` is Lean's way of writing x(t).

The equations of motion are assumed here, not derived from the Schrödinger equation. The number `c` stands for eB/ħ, and its sign gives the direction of the field. The orbit is defined for all real times, and k moves in the full plane, without being folded back into a Brillouin zone.

```lean
/-- The parabolic band `hbar² (kx² + ky²) / (2 m)`, for mass `m ≠ 0`. -/
def parabolicBand (hbar m : ℝ) : ℝ × ℝ → ℝ :=
  fun p => hbar ^ 2 * (p.1 ^ 2 + p.2 ^ 2) / (2 * m)
```

This is the band ħ²(kx² + ky²)/(2m), used in the example at the end.

## Energy conservation

```lean
/-- A quantity whose rate of change is zero at all times has the same value at any two times. -/
theorem eq_of_rate_zero {f : ℝ → ℝ} (h : ∀ t, HasDerivAt f 0 t) (t s : ℝ) : f t = f s :=
  is_const_of_deriv_eq_zero (fun r => (h r).differentiableAt) (fun r => (h r).deriv) t s
```

A `theorem` lists its hypotheses before the last colon and its conclusion after it; the proof follows `:=`. Here f′ = 0 at all times implies f(t) = f(s) for any two times. By the mean value theorem, for t ≠ s there is a time τ between them with

f(t) − f(s) = f′(τ)(t − s) = 0.

The proof passes the hypothesis to Mathlib's version of this fact.

```lean
/-- The band energy along a moving wavevector changes at the rate `∇E · k'`. -/
theorem energy_rate {E : ℝ × ℝ → ℝ} (hE : Differentiable ℝ E) {kx ky : ℝ → ℝ} {a b t : ℝ}
    (hx : HasDerivAt kx a t) (hy : HasDerivAt ky b t) :
    HasDerivAt (fun s => E (kx s, ky s))
      (gradX E (kx t, ky t) * a + gradY E (kx t, ky t) * b) t := by
  -- the partial derivatives are the total derivative along the coordinate axes
  have h1 : HasDerivAt (fun q => E (q, ky t)) (fderiv ℝ E (kx t, ky t) (1, 0)) (kx t) :=
    HasFDerivAt.comp_hasDerivAt (f := fun q => (q, ky t)) (kx t) (hE _).hasFDerivAt
      ((hasDerivAt_id' (kx t)).prodMk (hasDerivAt_const (kx t) (ky t)))
  have h2 : HasDerivAt (fun q => E (kx t, q)) (fderiv ℝ E (kx t, ky t) (0, 1)) (ky t) :=
    HasFDerivAt.comp_hasDerivAt (f := fun q => (kx t, q)) (ky t) (hE _).hasFDerivAt
      ((hasDerivAt_const (ky t) (kx t)).prodMk (hasDerivAt_id' (ky t)))
  have h3 : HasDerivAt (fun s => E (kx s, ky s)) (fderiv ℝ E (kx t, ky t) (a, b)) t :=
    HasFDerivAt.comp_hasDerivAt (f := fun s => (kx s, ky s)) t (hE _).hasFDerivAt
      (hx.prodMk hy)
  have e1 : gradX E (kx t, ky t) = fderiv ℝ E (kx t, ky t) (1, 0) := h1.deriv
  have e2 : gradY E (kx t, ky t) = fderiv ℝ E (kx t, ky t) (0, 1) := h2.deriv
  have e3 : ((a, b) : ℝ × ℝ) = a • ((1, 0) : ℝ × ℝ) + b • ((0, 1) : ℝ × ℝ) := by
    ext <;> simp
  refine h3.congr_deriv ?_
  rw [e1, e2, e3, map_add, map_smul, map_smul, smul_eq_mul, smul_eq_mul]
  ring
```

This is the chain rule. If kx′ = a and ky′ = b at time t, then

dE/dt = (∂E/∂kx) a + (∂E/∂ky) b.

By hand, let D be the total derivative of E at k(t), a linear map. The rate of change is D(a, b), and linearity gives

D(a, b) = a D(1, 0) + b D(0, 1).

The values on the unit vectors are the two partial derivatives. In the proof, `h1` and `h2` identify these partial derivatives, `h3` gives the rate D(a, b), and `e3` splits the vector (a, b). The hypothesis `hE` asks for total differentiability at every point of the plane, which excludes a band with a conical tip.

```lean
variable {E : ℝ × ℝ → ℝ} {hbar c : ℝ} {x y kx ky : ℝ → ℝ}

/-- The band energy is the same at any two times of a semiclassical orbit. -/
theorem energy_conserved (hE : Differentiable ℝ E) (h : IsBlochOrbit E hbar c x y kx ky)
    (t t₀ : ℝ) : E (kx t, ky t) = E (kx t₀, ky t₀) := by
  refine eq_of_rate_zero (f := fun s => E (kx s, ky s)) (fun s => ?_) t t₀
  obtain ⟨vx, vy, -, -, gx, gy, hkx, hky⟩ := h s
  -- the magnetic force is perpendicular to the velocity
  refine (energy_rate hE hkx hky).congr_deriv ?_
  rw [← gx, ← gy]
  ring
```

The `variable` line declares the symbols shared by the following theorems. For a band that is differentiable at every point (`hE`), the claim is E(k(t)) = E(k(t₀)) for any times t and t₀. The later theorems that use energy conservation have the same hypothesis. Insert the equations of motion into the chain rule:

dE/dt = (ħ x′)(−c y′) + (ħ y′)(c x′) = 0.

The magnetic force is perpendicular to the velocity and does no work. `obtain` unpacks the equations of motion at time s, `rw` replaces the gradient by ħ times the velocity, and `ring` confirms that the two terms cancel. The previous two theorems do the rest.

## From k-space to real space

```lean
/-- The two combinations `kx + c y` and `ky - c x` are constants of the motion. -/
theorem guiding_centre_conserved (h : IsBlochOrbit E hbar c x y kx ky) (t t₀ : ℝ) :
    kx t + c * y t = kx t₀ + c * y t₀ ∧ ky t - c * x t = ky t₀ - c * x t₀ := by
  constructor
  · refine eq_of_rate_zero (f := fun s => kx s + c * y s) (fun s => ?_) t t₀
    obtain ⟨vx, vy, -, hy, -, -, hkx, -⟩ := h s
    exact (hkx.fun_add (hy.const_mul c)).congr_deriv (by ring)
  · refine eq_of_rate_zero (f := fun s => ky s - c * x s) (fun s => ?_) t t₀
    obtain ⟨vx, vy, hx, -, -, -, -, hky⟩ := h s
    exact (hky.fun_sub (hx.const_mul c)).congr_deriv (by ring)
```

Two combinations of position and wavevector are constant, since

(kx + c y)′ = −c y′ + c y′ = 0,

(ky − c x)′ = c x′ − c x′ = 0.

For c ≠ 0, dividing by c (and reversing the sign of the second) gives the coordinates of a fixed point in the plane, the guiding centre: (x − ky/c, y + kx/c). It is the middle of the orbit if the closed energy contour is centred at k = 0; for a contour centred elsewhere, it is displaced from the middle. The proof treats each combination separately and applies `eq_of_rate_zero`. The band gradient plays no part.

```lean
/-- Along a semiclassical orbit in a magnetic field the band energy is constant, and the
displacement in real space is the displacement in k-space turned by a right angle and
divided by `c`. -/
theorem real_orbit_is_rotated_scaled (hE : Differentiable ℝ E) (hc : c ≠ 0)
    (h : IsBlochOrbit E hbar c x y kx ky) (t t₀ : ℝ) :
    E (kx t, ky t) = E (kx t₀, ky t₀) ∧
      x t - x t₀ = (ky t - ky t₀) / c ∧ y t - y t₀ = -(kx t - kx t₀) / c := by
  obtain ⟨g1, g2⟩ := guiding_centre_conserved h t t₀
  refine ⟨energy_conserved hE h t t₀, ?_, ?_⟩
  · rw [eq_div_iff hc]
    linear_combination -g2
  · rw [eq_div_iff hc]
    linear_combination g1
```

This is the main result. Write Δx = x(t) − x(t₀), and similarly for the other quantities. The two constants of the motion say

Δkx + c Δy = 0, Δky − c Δx = 0.

Since c ≠ 0, they can be solved for the displacement:

Δx = Δky/c, Δy = −Δkx/c.

For c > 0, this turns the k-space displacement clockwise by a right angle and scales it by 1/c. For c < 0, the turn is anticlockwise and the scale is 1/|c|. In Lean, `eq_div_iff hc` multiplies out the denominator, and `linear_combination` checks that the resulting equation is a multiple of one already known. The symbol `∧` means "and": energy conservation is the first of the three parts.

```lean
/-- The path in real space satisfies the equation of the energy contour, with the wavevector
expressed through the displacement of the electron. -/
theorem real_path_on_contour (hE : Differentiable ℝ E)
    (h : IsBlochOrbit E hbar c x y kx ky) (t t₀ : ℝ) :
    E (kx t₀ - c * (y t - y t₀), ky t₀ + c * (x t - x t₀)) = E (kx t₀, ky t₀) := by
  obtain ⟨g1, g2⟩ := guiding_centre_conserved h t t₀
  have e1 : kx t₀ - c * (y t - y t₀) = kx t := by linear_combination -g1
  have e2 : ky t₀ + c * (x t - x t₀) = ky t := by linear_combination -g2
  rw [e1, e2]
  exact energy_conserved hE h t t₀
```

The same relations give the wavevector in terms of the displacement:

kx(t) = kx(t₀) − c Δy, ky(t) = ky(t₀) + c Δx.

Inserting this into E(k(t)) = E(k(t₀)) gives an equation for the path in the sample alone. The steps `e1` and `e2` are these two substitutions. For c ≠ 0, the theorem places the path on the rotated and scaled contour (for c = 0 the equation is trivial); it does not say that the electron runs through the whole contour or that the contour is closed.

```lean
/-- For `c ≠ 0`, the electron is at the same position at two times exactly when it has the same
wavevector at these times. -/
theorem returns_iff (hc : c ≠ 0) (h : IsBlochOrbit E hbar c x y kx ky) (t t₀ : ℝ) :
    (x t = x t₀ ∧ y t = y t₀) ↔ (kx t = kx t₀ ∧ ky t = ky t₀) := by
  obtain ⟨g1, g2⟩ := guiding_centre_conserved h t t₀
  constructor
  · rintro ⟨hx, hy⟩
    rw [hy] at g1
    rw [hx] at g2
    exact ⟨by linarith, by linarith⟩
  · rintro ⟨hx, hy⟩
    rw [hx] at g1
    rw [hy] at g2
    exact ⟨mul_left_cancel₀ hc (by linarith), mul_left_cancel₀ hc (by linarith)⟩
```

The symbol `↔` means "if and only if". If Δx = Δy = 0, the two constants of the motion give Δkx = Δky = 0. Conversely, if Δkx = Δky = 0, then c Δx = c Δy = 0, and c ≠ 0 can be cancelled; this is the job of `mul_left_cancel₀`.

"Same wavevector" means equality in the plane. Two wavevectors that differ by a nonzero reciprocal lattice vector count as different here, as they must: an electron on an open orbit can reach an equivalent wavevector while it has moved on in the sample.

```lean
/-- Twice the signed rate at which the real-space orbit sweeps area about its point at `t₀` is
the corresponding k-space rate divided by `c²`. -/
theorem area_rate_scaling (hc : c ≠ 0) (h : IsBlochOrbit E hbar c x y kx ky) (t t₀ : ℝ) :
    (x t - x t₀) * deriv y t - (y t - y t₀) * deriv x t =
      ((kx t - kx t₀) * deriv ky t - (ky t - ky t₀) * deriv kx t) / c ^ 2 := by
  obtain ⟨g1, g2⟩ := guiding_centre_conserved h t t₀
  obtain ⟨vx, vy, hx, hy, -, -, hkx, hky⟩ := h t
  rw [hx.deriv, hy.deriv, hkx.deriv, hky.deriv, eq_div_iff (pow_ne_zero 2 hc)]
  linear_combination (-c * vx) * g1 - c * vy * g2
```

Twice the signed rate at which the path sweeps area about its point at t₀ is Δx y′ − Δy x′. Substituting the displacements, together with x′ = ky′/c and y′ = −kx′/c, gives

Δx y′ − Δy x′ = (Δkx ky′ − Δky kx′)/c².

Areas thus scale by the square of the length factor, and because c² is positive, the sense of circulation is the same in both planes. The proof replaces each `deriv` by its value from the equations of motion and combines the two conservation laws.

## Circular motion in a parabolic band

```lean
/-- In a parabolic band, circular motion of radius `|K|` in k-space and `|K / c|` in real space, at
the angular frequency `ω` with `m ω = hbar c`, solves the semiclassical equations. -/
theorem cyclotron_orbit_witness {m ω : ℝ} (hm : m ≠ 0) (hc : c ≠ 0)
    (hω : m * ω = hbar * c) (K : ℝ) :
    Differentiable ℝ (parabolicBand hbar m) ∧
      IsBlochOrbit (parabolicBand hbar m) hbar c
        (fun t => K / c * sin (ω * t)) (fun t => -(K / c) * cos (ω * t))
        (fun t => K * cos (ω * t)) (fun t => K * sin (ω * t)) := by
  refine ⟨by unfold parabolicBand; fun_prop, fun t => ?_⟩
  have hp (a : ℝ) : HasDerivAt (fun q : ℝ => q ^ 2) (2 * a) a := by
    simpa using hasDerivAt_pow 2 a
  -- the gradient of the parabolic band
  have hgx (a b : ℝ) : gradX (parabolicBand hbar m) (a, b) = hbar ^ 2 * a / m :=
    (((((hp a).add_const (b ^ 2)).const_mul (hbar ^ 2)).div_const (2 * m)).congr_deriv
      (by ring)).deriv
  have hgy (a b : ℝ) : gradY (parabolicBand hbar m) (a, b) = hbar ^ 2 * b / m :=
    (((((hp b).const_add (a ^ 2)).const_mul (hbar ^ 2)).div_const (2 * m)).congr_deriv
      (by ring)).deriv
  have hc1 : K / c * c = K := div_mul_cancel₀ K hc
  -- the frequency condition matches the velocity to the gradient
  have hkey (u : ℝ) : hbar * (K / c * (u * ω)) = hbar ^ 2 * (K * u) / m := by
    rw [eq_div_iff hm]
    linear_combination hbar * (K / c) * u * hω + hbar ^ 2 * u * hc1
  have hlin : HasDerivAt (fun s : ℝ => ω * s) ω t := by
    simpa using (hasDerivAt_id' t).const_mul ω
  have hs := hlin.sin
  have hcs := hlin.cos
  refine ⟨K / c * (cos (ω * t) * ω), K / c * (sin (ω * t) * ω), hs.const_mul (K / c),
    (hcs.const_mul (-(K / c))).congr_deriv (by ring), (hkey _).trans (hgx _ _).symm,
    (hkey _).trans (hgy _ _).symm, (hcs.const_mul K).congr_deriv ?_,
    (hs.const_mul K).congr_deriv ?_⟩
  · linear_combination (sin (ω * t) * ω) * hc1
  · linear_combination -(cos (ω * t) * ω) * hc1

end

end SemiclassicalOrbit
```

The equations of motion have an explicit solution for the parabolic band with m ≠ 0:

kx = K cos ωt, ky = K sin ωt,

x = (K/c) sin ωt, y = −(K/c) cos ωt.

The radii are |K| in k-space and |K/c| in the sample. To check it, differentiate the position:

x′ = (Kω/c) cos ωt, y′ = (Kω/c) sin ωt.

Then kx′ = −Kω sin ωt = −c y′ and ky′ = Kω cos ωt = c x′, as required. The band gradient is ħ²k/m, so the velocity equations become

ħKω/c · cos ωt = ħ²K/m · cos ωt,

and the same with sin ωt. Both hold when mω = ħc. With c = eB/ħ, this is the cyclotron frequency ω = eB/m.

In the proof, `hgx` and `hgy` compute the gradient, and `hkey` uses the frequency condition to match it to the velocity. The last `refine` supplies x′ and y′ as the required numbers vx and vy. The theorem also confirms that this band is differentiable, so the results above apply to the circular orbit whenever c ≠ 0.

```lean
#print axioms SemiclassicalOrbit.real_orbit_is_rotated_scaled
#print axioms SemiclassicalOrbit.real_path_on_contour
#print axioms SemiclassicalOrbit.returns_iff
#print axioms SemiclassicalOrbit.area_rate_scaling
```

```
'SemiclassicalOrbit.real_orbit_is_rotated_scaled' depends on axioms: [propext, Classical.choice, Quot.sound]
'SemiclassicalOrbit.real_path_on_contour' depends on axioms: [propext, Classical.choice, Quot.sound]
'SemiclassicalOrbit.returns_iff' depends on axioms: [propext, Classical.choice, Quot.sound]
'SemiclassicalOrbit.area_rate_scaling' depends on axioms: [propext, Classical.choice, Quot.sound]
```
